# With a quadratic Landau coefficient affine in composition, magnetic order can make a convex alloy energy non-convex

Take an alloy whose energy at composition variable \(x\) and magnetisation \(m\) is

\[
F(x,m) = x\,m^2 + m^4 .
\]

At fixed \(m\) this is a straight line in \(x\), with no curvature. Now let \(m\) relax. For \(x \ge 0\) the minimum is at \(m=0\) and equals \(0\). For \(x<0\) it is at \(m^2=-x/2\) and equals \(-x^2/4\), which has curvature \(-1/2\). A minimum over straight lines is concave, so relaxing the magnetisation bends the energy downwards.

A real alloy also has a nonmagnetic energy \(f(x)\), whose curvature may or may not compensate. Within this mean-field model with a single order parameter, the results below bear on simulation practice: energies computed without spin polarisation can be convex in composition, suggesting a stable solid solution, where the magnetically relaxed energies are not.

```lean
import Mathlib

open Filter Topology

namespace MagneticAlloyLandau

noncomputable section
```

## The model and its equilibrium energy

Let the quadratic coefficient be \(a(x)=a_0+s\,x\). Its sign decides whether the alloy orders, and the slope \(s\) measures how strongly composition affects that tendency. Linearity in \(x\) is an assumption; a curved \(a\) would add a term \(-a\,a''/(2b)\) to the magnetic curvature.

```lean
/-- The quadratic Landau coefficient, affine in the composition `x` with slope `s`. -/
def stiffness (a₀ s x : ℝ) : ℝ := a₀ + s * x
```

The Landau energy is

\[
F(x,m)=f(x)+a(x)\,m^2+b\,m^4 .
\]

The condition \(b>0\), assumed in the theorems, stands for the resistance to unlimited growth of the moment. In Lean, `f` is an arbitrary function on the reals and `m` is a real scalar with no saturation limit. Fluctuations and spatial gradients are absent, and temperature enters only through fixed parameters.

```lean
/-- The Landau energy of an alloy of composition `x` and magnetisation `m`, with nonmagnetic
energy `f` and quartic coefficient `b`. -/
def landauEnergy (f : ℝ → ℝ) (a₀ s b x m : ℝ) : ℝ :=
  f x + stiffness a₀ s x * m ^ 2 + b * m ^ 4
```

The equilibrium energy is \(g(x)=\inf_m F(x,m)\), written `⨅ m : ℝ`. That the infimum is attained has to be proved.

```lean
/-- The equilibrium energy at composition `x`: the infimum of the Landau energy over all
magnetisations, for `b > 0`. -/
def equilibriumEnergy (f : ℝ → ℝ) (a₀ s b x : ℝ) : ℝ :=
  ⨅ m : ℝ, landauEnergy f a₀ s b x m
```

## Minimising over the magnetisation

Write \(n=\min(a,0)\). Completing the square in \(m^2\) gives

\[
F = f-\frac{n^2}{4b}+(a-n)\,m^2+\frac{(2bm^2+n)^2}{4b}.
\]

Expanding the last term gives \(bm^4+nm^2+n^2/(4b)\), which confirms the identity. Using \(n\) instead of \(a\) builds in the constraint \(m^2\ge 0\). Lean treats \(n\) as an arbitrary number, clears denominators and expands.

```lean
/-- For `b > 0` and `n = min(a,0)`, the Landau energy equals `f - n² / (4b) + (a - n) m² + (2bm² +
n)² / (4b)`. -/
theorem landauEnergy_complete_square (f : ℝ → ℝ) (a₀ s x m : ℝ) {b : ℝ} (hb : 0 < b) :
    landauEnergy f a₀ s b x m = f x - (min (stiffness a₀ s x) 0) ^ 2 / (4 * b)
      + (stiffness a₀ s x - min (stiffness a₀ s x) 0) * m ^ 2
      + (2 * b * m ^ 2 + min (stiffness a₀ s x) 0) ^ 2 / (4 * b) := by
  unfold landauEnergy
  generalize min (stiffness a₀ s x) 0 = n
  field_simp
  ring
```

Since \(n\le a\) and \(b>0\), the last two terms are nonnegative, so \(F\ge f-n^2/(4b)\). To reach the bound, choose \(m^2=-n/(2b)\). The square then vanishes, and so does the other term, because \((a-n)n=0\): either \(n=a\) or \(n=0\). Hence

\[
g=f-\frac{\min(a,0)^2}{4b}.
\]

`IsLeast` says that this value belongs to the range of \(F(x,\cdot)\) and bounds it from below. The proof takes a square root to produce \(m\), then identifies the least value with the infimum.

```lean
/-- The equilibrium energy is attained by some magnetisation, and equals the nonmagnetic energy
minus `min(a,0)² / (4b)`. -/
theorem equilibriumEnergy_eq (f : ℝ → ℝ) (a₀ s x : ℝ) {b : ℝ} (hb : 0 < b) :
    IsLeast (Set.range (landauEnergy f a₀ s b x)) (equilibriumEnergy f a₀ s b x) ∧
    equilibriumEnergy f a₀ s b x = f x - (min (stiffness a₀ s x) 0) ^ 2 / (4 * b) := by
  have hn : min (stiffness a₀ s x) 0 ≤ 0 := min_le_right _ _
  have hna : min (stiffness a₀ s x) 0 ≤ stiffness a₀ s x := min_le_left _ _
  have h0 : (stiffness a₀ s x - min (stiffness a₀ s x) 0) * min (stiffness a₀ s x) 0 = 0 := by
    rcases min_choice (stiffness a₀ s x) 0 with h | h <;> rw [h] <;> ring
  have hleast : IsLeast (Set.range (landauEnergy f a₀ s b x))
      (f x - (min (stiffness a₀ s x) 0) ^ 2 / (4 * b)) := by
    constructor
    · -- the spontaneous magnetisation attains the bound
      obtain ⟨m, hm⟩ : ∃ m : ℝ, m ^ 2 = -min (stiffness a₀ s x) 0 / (2 * b) :=
        ⟨_, Real.sq_sqrt (div_nonneg (by linarith) (by positivity))⟩
      have h1 : 2 * b * m ^ 2 = -min (stiffness a₀ s x) 0 := by
        rw [hm]
        field_simp
      have h2 : 2 * b * ((stiffness a₀ s x - min (stiffness a₀ s x) 0) * m ^ 2) = 0 := by
        linear_combination (stiffness a₀ s x - min (stiffness a₀ s x) 0) * h1 - h0
      have h3 := (mul_eq_zero.1 h2).resolve_left (mul_pos two_pos hb).ne'
      refine ⟨m, ?_⟩
      rw [landauEnergy_complete_square f a₀ s x m hb, h3, h1]
      ring
    · rintro _ ⟨m, rfl⟩
      rw [landauEnergy_complete_square f a₀ s x m hb]
      have p1 := mul_nonneg (sub_nonneg.2 hna) (sq_nonneg m)
      have p2 : 0 ≤ (2 * b * m ^ 2 + min (stiffness a₀ s x) 0) ^ 2 / (4 * b) := by positivity
      linarith
  have heq : equilibriumEnergy f a₀ s b x
      = f x - (min (stiffness a₀ s x) 0) ^ 2 / (4 * b) := hleast.csInf_eq
  exact ⟨heq ▸ hleast, heq⟩
```

If \(m\) is a minimiser, both nonnegative terms must be zero, and the square gives \(2bm^2=-n\). Conversely, that equation makes both terms vanish, as above. So \(m=0\) when \(a\ge0\), and \(m=\pm\sqrt{-a/(2b)}\) when \(a<0\). The two implications in Lean follow these two arguments.

```lean
/-- A magnetisation minimises the Landau energy exactly when `2bm² = -min(a,0)`. -/
theorem landauEnergy_eq_equilibrium_iff (f : ℝ → ℝ) (a₀ s x m : ℝ) {b : ℝ} (hb : 0 < b) :
    landauEnergy f a₀ s b x m = equilibriumEnergy f a₀ s b x ↔
      2 * b * m ^ 2 = -min (stiffness a₀ s x) 0 := by
  rw [(equilibriumEnergy_eq f a₀ s x hb).2, landauEnergy_complete_square f a₀ s x m hb]
  constructor
  · intro h
    have p1 := mul_nonneg (sub_nonneg.2 (min_le_left (stiffness a₀ s x) 0)) (sq_nonneg m)
    have p2 : 0 ≤ (2 * b * m ^ 2 + min (stiffness a₀ s x) 0) ^ 2 / (4 * b) := by positivity
    have p3 : (2 * b * m ^ 2 + min (stiffness a₀ s x) 0) ^ 2 / (4 * b) = 0 := by linarith
    rcases div_eq_zero_iff.1 p3 with h | h
    · have := (pow_eq_zero_iff two_ne_zero).1 h
      linarith
    · linarith
  · intro h1
    have h0 : (stiffness a₀ s x - min (stiffness a₀ s x) 0) * min (stiffness a₀ s x) 0 = 0 := by
      rcases min_choice (stiffness a₀ s x) 0 with h | h <;> rw [h] <;> ring
    have h2 : 2 * b * ((stiffness a₀ s x - min (stiffness a₀ s x) 0) * m ^ 2) = 0 := by
      linear_combination (stiffness a₀ s x - min (stiffness a₀ s x) 0) * h1 - h0
    rw [(mul_eq_zero.1 h2).resolve_left (mul_pos two_pos hb).ne', h1]
    ring
```

## Differentiating through the transition

To differentiate \(g\), we need the derivative of \(\min(u,0)^2\). For \(u<0\) the function is \(u^2\), and for \(u>0\) it is \(0\). At \(u=0\) the difference quotient is

\[
\frac{\min(v,0)^2}{v}=\min(v,0)\to 0 \qquad (v\to0,\ v\ne0).
\]

The derivative is therefore \(2\min(u,0)\) everywhere. The proof splits into the same three cases.

```lean
/-- The function `min(u,0)²` is differentiable everywhere, with derivative `2 min(u,0)`. -/
theorem hasDerivAt_min_sq (u : ℝ) :
    HasDerivAt (fun v : ℝ => (min v 0) ^ 2) (2 * min u 0) u := by
  rcases lt_trichotomy u 0 with h | h | h
  · have hp : HasDerivAt (fun v : ℝ => v ^ 2) (2 * u) u := by simpa using hasDerivAt_pow 2 u
    rw [min_eq_left h.le]
    refine hp.congr_of_eventuallyEq ?_
    filter_upwards [Iio_mem_nhds h] with v hv
    rw [min_eq_left (Set.mem_Iio.1 hv).le]
  · -- at the transition the difference quotient is `min(v,0)`, which tends to zero
    subst h
    rw [hasDerivAt_iff_tendsto_slope]
    have hc : Continuous (fun v : ℝ => min v 0) := by fun_prop
    have ht : Tendsto (fun v : ℝ => min v 0) (𝓝[≠] 0) (𝓝 (2 * min (0 : ℝ) 0)) := by
      have h := (hc.tendsto 0).mono_left (nhdsWithin_le_nhds (s := {(0 : ℝ)}ᶜ))
      simpa using h
    refine ht.congr' ?_
    filter_upwards [self_mem_nhdsWithin] with v hv
    have hv0 : v ≠ 0 := hv
    rw [slope_def_field]
    rcases le_total v 0 with h | h
    · rw [min_eq_left h, min_self, sub_zero, eq_div_iff hv0]
      ring
    · simp [min_eq_right h]
  · rw [min_eq_right h.le, mul_zero]
    refine (hasDerivAt_const u (0 : ℝ)).congr_of_eventuallyEq ?_
    filter_upwards [Ioi_mem_nhds h] with v hv
    rw [min_eq_right (Set.mem_Ioi.1 hv).le]
    norm_num
```

The chain rule, with \(a'=s\), now gives

\[
g'=f'-\frac{s\,\min(a,0)}{2b}
\]

wherever \(f\) is differentiable, including at \(a=0\). In the Lean statement `f'` is a number, the derivative of \(f\) at the chosen `x`.

```lean
/-- The slope of the equilibrium energy in composition is `f' - s min(a,0) / (2b)`, wherever
`f` is differentiable. -/
theorem hasDerivAt_equilibriumEnergy {f : ℝ → ℝ} (a₀ s : ℝ) {b x f' : ℝ} (hb : 0 < b)
    (hf : HasDerivAt f f' x) :
    HasDerivAt (equilibriumEnergy f a₀ s b)
      (f' - s * min (stiffness a₀ s x) 0 / (2 * b)) x := by
  have hs : HasDerivAt (stiffness a₀ s) s x :=
    (((hasDerivAt_id' x).const_mul s).const_add a₀).congr_deriv (mul_one s)
  have hg : equilibriumEnergy f a₀ s b
      = fun y => f y - (min (stiffness a₀ s y) 0) ^ 2 / (4 * b) :=
    funext fun y => (equilibriumEnergy_eq f a₀ s y hb).2
  have h2 := (hasDerivAt_min_sq (stiffness a₀ s x)).comp x hs
  rw [hg]
  refine (hf.fun_sub (h2.div_const (4 * b))).congr_deriv ?_
  ring
```

## The curvature on the magnetic side

Where \(a<0\), the minimum in \(g'\) is \(a\) itself throughout a neighbourhood. Differentiating again gives

\[
g''=f''-\frac{s^2}{2b}.
\]

Differentiating \(F\) twice in \(x\) at fixed \(m\) gives only \(f''\) and loses the correction. The first derivative survives that shortcut, since \(\partial F/\partial x=f'+s\,m^2\) equals \(g'\) at the equilibrium moment. The second does not, because the equilibrium \(m^2\) itself changes with composition at the rate \(-s/(2b)\).

The Lean proof turns on `congr_of_eventuallyEq`: if two functions agree on some neighbourhood of a point and one has a derivative there, the other has the same derivative. Here the function being differentiated is `deriv (equilibriumEnergy f a₀ s b)`, for which the simple formula \(f'-sa/(2b)\) is available only near \(x\). Agreement at \(x\) alone would say nothing about the next derivative. The notation `∀ᶠ y in 𝓝 x` means "for all \(y\) sufficiently near \(x\)", and `filter_upwards` combines two such facts: \(f\) is differentiable at \(y\), and \(a(y)<0\). The first is a hypothesis because Lean's `deriv` returns zero where no derivative exists. The second follows from continuity of \(a\). The number `c` is \(f''(x)\).

```lean
/-- On the magnetic side, `a < 0`, the curvature of the equilibrium energy is
`f'' - s² / (2b)`. -/
theorem curvature_magnetic {f : ℝ → ℝ} {a₀ s b x c : ℝ} (hb : 0 < b)
    (ha : stiffness a₀ s x < 0) (hf : ∀ᶠ y in 𝓝 x, DifferentiableAt ℝ f y)
    (hf2 : HasDerivAt (deriv f) c x) :
    HasDerivAt (deriv (equilibriumEnergy f a₀ s b)) (c - s ^ 2 / (2 * b)) x := by
  have hs : HasDerivAt (stiffness a₀ s) s x :=
    (((hasDerivAt_id' x).const_mul s).const_add a₀).congr_deriv (mul_one s)
  have hmag : ∀ᶠ y in 𝓝 x, stiffness a₀ s y < 0 :=
    hs.continuousAt.eventually_lt continuousAt_const ha
  have h := (hf2.fun_sub ((hs.const_mul s).div_const (2 * b))).congr_deriv
    (show c - s * s / (2 * b) = c - s ^ 2 / (2 * b) by ring)
  refine h.congr_of_eventuallyEq ?_
  filter_upwards [hf, hmag] with y hy hya
  rw [(hasDerivAt_equilibriumEnergy a₀ s hb hy.hasDerivAt).deriv, min_eq_left hya.le]
```

## When convexity fails

A differentiable convex function has a nondecreasing derivative. Hence

\[
\frac{g'(y)-g'(x)}{y-x}\ge0
\]

for \(y\ne x\) nearby, and the limit \(g''(x)\), if it exists, is nonnegative. Lean restricts to a small ball where \(g\) is both convex and differentiable, then passes to the limit with `ge_of_tendsto`.

```lean
/-- An energy that is convex near a composition has nonnegative curvature there. -/
theorem curvature_nonneg_of_convexOn {g : ℝ → ℝ} {S : Set ℝ} {x c : ℝ} (hS : S ∈ 𝓝 x)
    (hg : ConvexOn ℝ S g) (hd : ∀ᶠ y in 𝓝 x, DifferentiableAt ℝ g y)
    (h2 : HasDerivAt (deriv g) c x) : 0 ≤ c := by
  obtain ⟨ε, hε, hball⟩ := Metric.mem_nhds_iff.1 (Filter.inter_mem hS hd)
  -- the derivative of a convex function is monotone, so its difference quotients are nonnegative
  have hm := (hg.subset (fun y hy => (hball hy).1) (convex_ball x ε)).monotoneOn_deriv
    (fun y hy => (hball hy).2)
  have hx := Metric.mem_ball_self (x := x) hε
  refine ge_of_tendsto (hasDerivAt_iff_tendsto_slope.1 h2) ?_
  filter_upwards [mem_nhdsWithin_of_mem_nhds (Metric.ball_mem_nhds x hε)] with y hy
  rw [slope_def_field]
  rcases le_total x y with h | h
  · exact div_nonneg (sub_nonneg.2 (hm hx hy h)) (sub_nonneg.2 h)
  · exact div_nonneg_of_nonpos (sub_nonpos.2 (hm hy hx h)) (sub_nonpos.2 h)
```

Suppose \(a(x)<0\) and \(f''(x)<s^2/(2b)\). Then \(g''(x)<0\), which contradicts convexity on any neighbourhood of \(x\). Physically, a uniform alloy at such a composition can lower its energy by separating into slightly richer and poorer regions, if the costs of interfaces and of elastic strain between the regions are ignored.

The neighbourhood is the set `S`. Since `ConvexOn` also requires its domain to be convex, the physical content lies in the case where `S` is an interval.

```lean
/-- If `f'' < s² / (2b)` at a composition on the magnetic side, the equilibrium energy is not
convex on any neighbourhood of that composition. -/
theorem not_convexOn_of_curvature_lt {f : ℝ → ℝ} {a₀ s b x c : ℝ} {S : Set ℝ} (hb : 0 < b)
    (hS : S ∈ 𝓝 x) (ha : stiffness a₀ s x < 0)
    (hf : ∀ᶠ y in 𝓝 x, DifferentiableAt ℝ f y) (hf2 : HasDerivAt (deriv f) c x)
    (hc : c < s ^ 2 / (2 * b)) : ¬ ConvexOn ℝ S (equilibriumEnergy f a₀ s b) := by
  intro h
  have := curvature_nonneg_of_convexOn hS h
    (hf.mono fun y hy =>
      (hasDerivAt_equilibriumEnergy a₀ s hb hy.hasDerivAt).differentiableAt)
    (curvature_magnetic hb ha hf hf2)
  linarith
```

On an open interval \(D\) where \(a<0\) and \(f\) is twice differentiable, this becomes an equivalence:

\[
g \text{ is convex on } D \iff f''(x)\ge\frac{s^2}{2b}\ \text{ for all } x\in D .
\]

The forward direction is the previous result by contradiction. The reverse is the second-derivative test, since \(g''=f''-s^2/(2b)\ge0\) on \(D\). The interval is described by `Convex ℝ D` and `IsOpen D`, so it may be unbounded.

```lean
/-- On an open composition interval lying on the magnetic side, the equilibrium energy is convex
exactly when `f'' ≥ s² / (2b)` throughout. -/
theorem convexOn_magnetic_iff {f : ℝ → ℝ} {a₀ s b : ℝ} {D : Set ℝ} (hb : 0 < b)
    (hD : Convex ℝ D) (hDo : IsOpen D) (ha : ∀ x ∈ D, stiffness a₀ s x < 0)
    (hf : ∀ x ∈ D, DifferentiableAt ℝ f x) (hf2 : ∀ x ∈ D, DifferentiableAt ℝ (deriv f) x) :
    ConvexOn ℝ D (equilibriumEnergy f a₀ s b) ↔
      ∀ x ∈ D, s ^ 2 / (2 * b) ≤ deriv (deriv f) x := by
  have hev : ∀ x ∈ D, ∀ᶠ y in 𝓝 x, DifferentiableAt ℝ f y := fun x hx =>
    Filter.mem_of_superset (hDo.mem_nhds hx) hf
  have hg : ∀ x ∈ D, DifferentiableAt ℝ (equilibriumEnergy f a₀ s b) x := fun x hx =>
    (hasDerivAt_equilibriumEnergy a₀ s hb (hf x hx).hasDerivAt).differentiableAt
  constructor
  · intro h x hx
    by_contra hlt
    exact not_convexOn_of_curvature_lt hb (hDo.mem_nhds hx) (ha x hx) (hev x hx)
      (hf2 x hx).hasDerivAt (not_le.1 hlt) h
  · intro h
    exact convexOn_of_hasDerivWithinAt2_nonneg hD
      (fun x hx => (hg x hx).continuousAt.continuousWithinAt)
      (fun x hx => (hg x (interior_subset hx)).hasDerivAt.hasDerivWithinAt)
      (fun x hx => (curvature_magnetic hb (ha x (interior_subset hx))
        (hev x (interior_subset hx)) (hf2 x (interior_subset hx)).hasDerivAt).hasDerivWithinAt)
      (fun x hx => sub_nonneg.2 (h x (interior_subset hx)))
```

## An alloy whose convexity is lost to magnetism

Take \(f=x^2\), \(a=2-4x\) and \(b=1\) for \(0\le x\le1\). The nonmagnetic energy is convex with \(f''=2\), but \(s^2/(2b)=8\). For \(x>1/2\) the alloy is magnetic and

\[
g(x)=x^2-\frac{(2-4x)^2}{4}=-3x^2+4x-1,\qquad g''=-6 .
\]

The failure shows directly in three values: \(g(1/2)=1/4\), \(g(1)=0\) and \(g(3/4)=5/16\). The last exceeds \(1/8\), the energy of an equal mixture of the first two compositions. Lean instead applies the curvature criterion at \(x=3/4\), where \(a=-1\), using \([0,1]\) as the neighbourhood.

```lean
/-- For `f = x²`, `a = 2 - 4x` and `b = 1`, the nonmagnetic energy is convex on the composition
range `[0,1]` and the equilibrium energy is not. -/
theorem magnetic_nonconvexity_witness :
    ConvexOn ℝ (Set.Icc 0 1) (fun x : ℝ => x ^ 2) ∧
    ¬ ConvexOn ℝ (Set.Icc 0 1) (equilibriumEnergy (fun x : ℝ => x ^ 2) 2 (-4) 1) := by
  refine ⟨(even_two.convexOn_pow).subset (Set.subset_univ _) (convex_Icc 0 1), ?_⟩
  have hd : deriv (fun x : ℝ => x ^ 2) = fun x => 2 * x := by
    funext x
    simp
  have h2 : HasDerivAt (deriv (fun x : ℝ => x ^ 2)) 2 (3 / 4) := by
    rw [hd]
    exact ((hasDerivAt_id' (3 / 4 : ℝ)).const_mul (2 : ℝ)).congr_deriv (by norm_num)
  exact not_convexOn_of_curvature_lt one_pos (Icc_mem_nhds (by norm_num) (by norm_num))
    (by norm_num [stiffness]) (Filter.Eventually.of_forall fun y => by fun_prop) h2
    (by norm_num)

end

end MagneticAlloyLandau
```

```lean
#print axioms MagneticAlloyLandau.landauEnergy_eq_equilibrium_iff
-- 'MagneticAlloyLandau.landauEnergy_eq_equilibrium_iff' depends on axioms: [propext, Classical.choice, Quot.sound]
#print axioms MagneticAlloyLandau.convexOn_magnetic_iff
-- 'MagneticAlloyLandau.convexOn_magnetic_iff' depends on axioms: [propext, Classical.choice, Quot.sound]
```
